# Squared modulus of an absolutely convergent multipole expansion as a power series in the wave number

A transition amplitude is expanded in powers of a real wave number k, with coefficients iⁿTₙ/n!, where the Tₙ are arbitrary complex numbers. The theorem `intensity_hasSum` says that if this series converges absolutely at k, the squared modulus of its sum is itself the sum of a series in powers of k. The coefficient of kᵐ in that series collects all products of an amplitude coefficient and a conjugated one whose orders add up to m. The attempt takes the Cauchy product of the amplitude series with its conjugate, then uses an auxiliary equation `e` to match the terms of that product with the intensity coefficients times kᵐ.

Lean 4 with Mathlib refuses this proof:

```lean
import Mathlib

open Complex ComplexConjugate

namespace IntensityHasSum

noncomputable section

/-- The coefficient of `k ^ n` in the multipole expansion of the transition amplitude,
`i ^ n T_n / n!`. -/
def amplitudeCoeff (T : ℕ → ℂ) (n : ℕ) : ℂ :=
  I ^ n * T n / (n.factorial : ℂ)

/-- The intensity coefficient of order `m`: the sum of all products of an amplitude coefficient and
a conjugate amplitude coefficient whose orders add up to `m`. -/
def intensityCoeff (T : ℕ → ℂ) (m : ℕ) : ℂ :=
  ∑ p ∈ Finset.HasAntidiagonal.antidiagonal m,
    amplitudeCoeff T p.1 * conj (amplitudeCoeff T p.2)

/-- At a real wave number `k` where the multipole expansion converges absolutely, the
intensity coefficients sum to the squared modulus of the amplitude. -/
theorem intensity_hasSum (T : ℕ → ℂ) (k : ℝ)
    (h : Summable fun n => ‖amplitudeCoeff T n * (k : ℂ) ^ n‖) :
    HasSum (fun m => intensityCoeff T m * (k : ℂ) ^ m)
      ((‖∑' n, amplitudeCoeff T n * (k : ℂ) ^ n‖ ^ 2 : ℝ) : ℂ) := by
  have hg : Summable fun n => ‖conj (amplitudeCoeff T n * (k : ℂ) ^ n)‖ := by
    simpa only [RCLike.norm_conj] using h
  -- Cauchy product of the amplitude with its conjugate
  have hs := (summable_norm_sum_mul_antidiagonal_of_summable_norm h hg).of_norm.hasSum
  rw [← tsum_mul_tsum_eq_tsum_sum_antidiagonal_of_summable_norm h hg,
    ← Complex.conj_tsum, Complex.mul_conj, Complex.normSq_eq_norm_sq] at hs
  have e : (fun m => intensityCoeff T m * (k : ℂ) ^ m) = fun m =>
      ∑ p ∈ Finset.antidiagonal m, (amplitudeCoeff T p.1 * (k : ℂ) ^ p.1) *
        conj (amplitudeCoeff T p.2 * (k : ℂ) ^ p.2) := by
    funext m
    rw [intensityCoeff, Finset.sum_mul]
    refine Finset.sum_congr rfl fun p hp => ?_
    rw [← Finset.mem_antidiagonal.mp hp, pow_add, map_mul, map_pow, conj_ofReal]
    ring
  rw [e]
  exact hs

end

end IntensityHasSum
```

Messages:

```
Main.lean:33:8: error: Application type mismatch: The argument
  Finset.antidiagonal m
has type
  Set.IsPWO ?m.150 → ?m.151 → Finset (?m.151 × ?m.151)
but is expected to have type
  Finset ?m.141
in the application
  Finset.sum (Finset.antidiagonal m)
Main.lean:33:53: error: Invalid projection: Type of
  p
is not known; cannot resolve projection `1`
Main.lean:33:69: error: Invalid projection: Type of
  p
is not known; cannot resolve projection `1`
Main.lean:34:31: error: Invalid projection: Type of
  p
is not known; cannot resolve projection `2`
Main.lean:34:47: error: Invalid projection: Type of
  p
is not known; cannot resolve projection `2`
```

Diagnosis. The first error is a name that means something else here. In the statement of `e`, `Finset.antidiagonal` is a function which, even after being given `m`, still expects a proof of `Set.IsPWO` (that a set is partially well-ordered) and a further argument. So `Finset.antidiagonal m` is not the finite set that the sum needs. The four projection errors follow from this: without a usable index set, Lean does not know the type of `p` and cannot read `p.1` or `p.2`.

Writing `Finset.HasAntidiagonal.antidiagonal m`, as the definition of `intensityCoeff` already does, gives the finite set of pairs of natural numbers adding up to `m`, and removes all five errors.

The proof of `e` also changes, to use `Finset.HasAntidiagonal.mem_antidiagonal`, the membership lemma for this antidiagonal. It turns `hp` into the equation `p.1 + p.2 = m` needed for the rewrite. No message concerns the old lemma name. The new line break is mere tidying.

This version goes through:

```diff
@@ -31,10 +31,11 @@
     ← Complex.conj_tsum, Complex.mul_conj, Complex.normSq_eq_norm_sq] at hs
   have e : (fun m => intensityCoeff T m * (k : ℂ) ^ m) = fun m =>
-      ∑ p ∈ Finset.antidiagonal m, (amplitudeCoeff T p.1 * (k : ℂ) ^ p.1) *
+      ∑ p ∈ Finset.HasAntidiagonal.antidiagonal m, (amplitudeCoeff T p.1 * (k : ℂ) ^ p.1) *
         conj (amplitudeCoeff T p.2 * (k : ℂ) ^ p.2) := by
     funext m
     rw [intensityCoeff, Finset.sum_mul]
     refine Finset.sum_congr rfl fun p hp => ?_
-    rw [← Finset.mem_antidiagonal.mp hp, pow_add, map_mul, map_pow, conj_ofReal]
+    rw [← Finset.HasAntidiagonal.mem_antidiagonal.mp hp, pow_add, map_mul, map_pow,
+      conj_ofReal]
     ring
   rw [e]
```
